# Arrhenius curvature as a difference of energy variances, for finitely many states with fixed rates

A code that has summed temperature-independent state-resolved rates into a thermal rate at one temperature can obtain the local activation energy, and its change with temperature, from a few more sums over the same states. It needs no rates at neighbouring temperatures and no numerical differentiation.

Let the states have energies $E_i$ and temperature-independent rates $k_i\ge 0$, not all zero, and let $\beta=1/(k_BT)$. For prefactors $w_i$ and an observable $f_i$, define

$$S_w[f]=\sum_i w_i e^{-\beta E_i}f_i,\qquad \langle f\rangle_w=\frac{S_w[f]}{S_w[1]},\qquad \mathrm{Var}_w=\big\langle(E-\langle E\rangle_w)^2\big\rangle_w .$$

The choice $w=1$ gives the thermal ensemble, and $w=k$ gives the reactive one, in which each state counts in proportion to its contribution to the rate. The thermal rate is $k(\beta)=\langle k\rangle_1$, and the activation energy is $E_a=-d\ln k(\beta)/d\beta$. Then

$$E_a=\langle E\rangle_k-\langle E\rangle_1,\qquad \frac{dE_a}{d\beta}=\mathrm{Var}_1-\mathrm{Var}_k .$$

The first equation is Tolman's formula, here for a finite sum over states.

## Six sums at one temperature

The loop over states accumulates $S_w[1]$, $S_w[E]$ and $S_w[E^2]$ for $w=1$ and $w=k$. These give the rate, the activation energy and the curvature. For a finite list of states with fixed rates, the last quantity gives the second-order departure of an Arrhenius plot from its tangent at the chosen temperature: $\ln k(\beta)$ has second derivative $\mathrm{Var}_k-\mathrm{Var}_1$, and a step $\delta$ in $\beta$ adds $\tfrac12(\mathrm{Var}_k-\mathrm{Var}_1)\delta^2$ to the tangent line, up to terms of third order.

## From Boltzmann sums to variances

If $w_i\ge0$ and some $w_i\ne0$, then $S_w[1]>0$, so the means are well defined. Differentiating term by term gives

$$\frac{d}{d\beta}S_w[f]=-S_w[fE].$$

The quotient rule then yields a fluctuation formula:

$$\frac{d\langle f\rangle_w}{d\beta}=\frac{-S_w[fE]\,S_w[1]+S_w[f]\,S_w[E]}{S_w[1]^2}=-\big(\langle fE\rangle_w-\langle f\rangle_w\langle E\rangle_w\big).$$

For the rate, take $w=1$ and $f=k$. Since $S_1[k]=S_k[1]$ and $S_1[kE]=S_k[E]$, we have $\langle kE\rangle_1=\langle k\rangle_1\langle E\rangle_k$. Hence

$$E_a=-\frac{1}{\langle k\rangle_1}\frac{d\langle k\rangle_1}{d\beta}=\frac{\langle k\rangle_1\langle E\rangle_k-\langle k\rangle_1\langle E\rangle_1}{\langle k\rangle_1}=\langle E\rangle_k-\langle E\rangle_1 .$$

For the curvature, take $f=E$. With $m=\langle E\rangle_w$, expanding the square gives

$$\mathrm{Var}_w=\langle E^2\rangle_w-2m\langle E\rangle_w+m^2=\langle E^2\rangle_w-\langle E\rangle_w^2,$$

so $d\langle E\rangle_w/d\beta=-\mathrm{Var}_w$. Subtracting the thermal case from the reactive one gives $dE_a/d\beta=\mathrm{Var}_1-\mathrm{Var}_k$.

The curvature can have either sign. If all states with nonzero rate share one energy, $\mathrm{Var}_k=0$; if in addition the $E_i$ are not all equal, some state lies away from the thermal mean and has positive weight, so $\mathrm{Var}_1>0$ and $dE_a/d\beta>0$.

For the opposite sign, take $E=(0,1)$, $k=(1,e)$ and $\beta=1$. The reactive weights are $1$ and $e\cdot e^{-1}=1$, so $\mathrm{Var}_k=1/4$. The thermal probability of the upper state is $p=e^{-1}/(1+e^{-1})<1/2$, and $\mathrm{Var}_1=p-p^2=1/4-(1/2-p)^2<1/4$.

## The derivation in Lean

```lean
import Mathlib

open Finset

namespace ArrheniusCurvature

noncomputable section

variable {ι : Type*} [Fintype ι]

/-- The Boltzmann sum of an observable `f` over states with energies `E` and prefactors `w`,
at inverse temperature `β`. -/
def boltzmannSum (w E f : ι → ℝ) (β : ℝ) : ℝ :=
  ∑ i, w i * Real.exp (-(β * E i)) * f i

/-- The mean of `f` with weights `w i * exp (-β E i)`, for weights whose sum is not zero.
The choice `w = 1` is the thermal mean. -/
def mean (w E f : ι → ℝ) (β : ℝ) : ℝ :=
  boltzmannSum w E f β / boltzmannSum w E 1 β

/-- The energy variance with weights `w i * exp (-β E i)`, for weights whose sum is not zero. -/
def variance (w E : ι → ℝ) (β : ℝ) : ℝ :=
  mean w E (fun i => (E i - mean w E E β) ^ 2) β

/-- The thermal rate: the Boltzmann average of the state-resolved rates `k i`,
for at least one state. -/
def rate (k E : ι → ℝ) (β : ℝ) : ℝ := mean 1 E k β

/-- The Arrhenius activation energy, minus the `β`-derivative of the logarithm of the rate,
for a positive rate. -/
def activationEnergy (k E : ι → ℝ) (β : ℝ) : ℝ :=
  -deriv (fun b => Real.log (rate k E b)) β

/-- The total Boltzmann weight is positive if the prefactors are nonnegative and not all zero. -/
theorem boltzmannSum_pos {w : ι → ℝ} (E : ι → ℝ) (β : ℝ) (hw : ∀ i, 0 ≤ w i)
    (hne : ∃ i, w i ≠ 0) : 0 < boltzmannSum w E 1 β := by
  obtain ⟨i, hi⟩ := hne
  simp only [boltzmannSum, Pi.one_apply, mul_one]
  exact Finset.sum_pos' (fun j _ => mul_nonneg (hw j) (Real.exp_pos _).le)
    ⟨i, Finset.mem_univ i, mul_pos (lt_of_le_of_ne (hw i) (Ne.symm hi)) (Real.exp_pos _)⟩

/-- Differentiating a Boltzmann sum in `β` brings down a factor of minus the energy. -/
theorem hasDerivAt_boltzmannSum (w E f : ι → ℝ) (β : ℝ) :
    HasDerivAt (boltzmannSum w E f) (-boltzmannSum w E (fun i => f i * E i) β) β := by
  have h : ∀ i ∈ (Finset.univ : Finset ι),
      HasDerivAt (fun b : ℝ => w i * Real.exp (-(b * E i)) * f i)
        (-(w i * Real.exp (-(β * E i)) * (f i * E i))) β := by
    intro i _
    have h1 : HasDerivAt (fun b : ℝ => -(b * E i)) (-(1 * E i)) β :=
      ((hasDerivAt_id' β).mul_const (E i)).fun_neg
    exact ((h1.exp.const_mul (w i)).mul_const (f i)).congr_deriv (by ring)
  have hs := HasDerivAt.fun_sum h
  exact hs.congr_deriv (by simp only [boltzmannSum, Finset.sum_neg_distrib])

/-- Fluctuation formula: the `β`-derivative of the mean of an observable is minus its
covariance with the energy. -/
theorem hasDerivAt_mean (w E f : ι → ℝ) (β : ℝ) (hZ : boltzmannSum w E 1 β ≠ 0) :
    HasDerivAt (mean w E f)
      (-(mean w E (fun i => f i * E i) β - mean w E f β * mean w E E β)) β := by
  have h1 : HasDerivAt (boltzmannSum w E 1) (-boltzmannSum w E E β) β :=
    (hasDerivAt_boltzmannSum w E 1 β).congr_deriv (by simp [boltzmannSum])
  have h := (hasDerivAt_boltzmannSum w E f β).fun_div h1 hZ
  refine h.congr_deriv ?_
  unfold mean
  field_simp
  ring

/-- The energy variance is the mean squared energy minus the square of the mean energy. -/
theorem variance_eq (w E : ι → ℝ) (β : ℝ) (hZ : boltzmannSum w E 1 β ≠ 0) :
    variance w E β = mean w E (fun i => E i * E i) β - mean w E E β * mean w E E β := by
  have key : ∀ m : ℝ, boltzmannSum w E (fun i => (E i - m) ^ 2) β =
      boltzmannSum w E (fun i => E i * E i) β - 2 * m * boltzmannSum w E E β
        + m ^ 2 * boltzmannSum w E 1 β := by
    intro m
    simp only [boltzmannSum, Pi.one_apply, Finset.mul_sum, ← Finset.sum_sub_distrib,
      ← Finset.sum_add_distrib]
    exact Finset.sum_congr rfl fun i _ => by ring
  obtain ⟨m, hm⟩ : ∃ m, m = mean w E E β := ⟨_, rfl⟩
  have hS : boltzmannSum w E E β = m * boltzmannSum w E 1 β := by
    rw [hm, mean, div_mul_cancel₀ _ hZ]
  rw [variance, ← hm, mean, mean, key m, hS]
  field_simp
  ring

/-- Tolman's formula: the activation energy is the rate-weighted mean energy minus the
thermal mean energy. -/
theorem activationEnergy_eq {k : ι → ℝ} (E : ι → ℝ) (β : ℝ) (hk : ∀ i, 0 ≤ k i)
    (hne : ∃ i, k i ≠ 0) :
    activationEnergy k E β = mean k E E β - mean 1 E E β := by
  have hK := (boltzmannSum_pos E β hk hne).ne'
  have hZ : boltzmannSum 1 E 1 β ≠ 0 :=
    (boltzmannSum_pos E β (fun _ => by simp) ⟨hne.choose, by simp⟩).ne'
  -- a thermal sum containing the rate is a rate-weighted sum
  have hr : boltzmannSum 1 E k β = boltzmannSum k E 1 β := by
    simp only [boltzmannSum, Pi.one_apply]
    exact Finset.sum_congr rfl fun i _ => by ring
  have hrE : boltzmannSum 1 E (fun i => k i * E i) β = boltzmannSum k E E β := by
    simp only [boltzmannSum, Pi.one_apply]
    exact Finset.sum_congr rfl fun i _ => by ring
  have hpos : mean 1 E k β ≠ 0 := by
    rw [mean, hr]
    exact div_ne_zero hK hZ
  have h1 : mean 1 E (fun i => k i * E i) β = mean 1 E k β * mean k E E β := by
    unfold mean
    rw [hrE, hr]
    field_simp
  have h : deriv (fun b => Real.log (rate k E b)) β = _ :=
    ((hasDerivAt_mean 1 E k β hZ).log hpos).deriv
  rw [activationEnergy, h, h1, neg_eq_iff_eq_neg, div_eq_iff hpos]
  ring

/-- Arrhenius curvature: the `β`-derivative of the activation energy is the thermal energy
variance minus the rate-weighted energy variance. -/
theorem hasDerivAt_activationEnergy {k : ι → ℝ} (E : ι → ℝ) (β : ℝ) (hk : ∀ i, 0 ≤ k i)
    (hne : ∃ i, k i ≠ 0) :
    HasDerivAt (activationEnergy k E) (variance 1 E β - variance k E β) β := by
  have hK := (boltzmannSum_pos E β hk hne).ne'
  have hZ : boltzmannSum 1 E 1 β ≠ 0 :=
    (boltzmannSum_pos E β (fun _ => by simp) ⟨hne.choose, by simp⟩).ne'
  have hEa : activationEnergy k E = fun b => mean k E E b - mean 1 E E b :=
    funext fun b => activationEnergy_eq E b hk hne
  rw [hEa, variance_eq 1 E β hZ, variance_eq k E β hK]
  exact ((hasDerivAt_mean k E E β hK).fun_sub (hasDerivAt_mean 1 E E β hZ)).congr_deriv
    (by ring)


/-- If all reactive states share one energy `ε` and the energies are not all equal, the
activation energy has a positive `β`-derivative. -/
theorem deriv_activationEnergy_pos {k : ι → ℝ} (E : ι → ℝ) (β ε : ℝ) (hk : ∀ i, 0 ≤ k i)
    (hne : ∃ i, k i ≠ 0) (hε : ∀ i, k i ≠ 0 → E i = ε) (hE : ∃ i j, E i ≠ E j) :
    0 < deriv (activationEnergy k E) β := by
  have hK := (boltzmannSum_pos E β hk hne).ne'
  have hZ : 0 < boltzmannSum 1 E 1 β :=
    boltzmannSum_pos E β (fun _ => by simp) ⟨hne.choose, by simp⟩
  have hm : mean k E E β = ε := by
    rw [mean, div_eq_iff hK]
    simp only [boltzmannSum, Finset.mul_sum, Pi.one_apply]
    refine Finset.sum_congr rfl fun i _ => ?_
    by_cases h : k i = 0
    · simp [h]
    · rw [hε i h]
      ring
  -- the reactive ensemble has no energy spread
  have hv : variance k E β = 0 := by
    have h0 : boltzmannSum k E (fun i => (E i - ε) ^ 2) β = 0 := by
      refine Finset.sum_eq_zero fun i _ => ?_
      by_cases h : k i = 0
      · simp [h]
      · simp [hε i h]
    rw [variance, hm, mean, h0, zero_div]
  -- the thermal ensemble has one
  obtain ⟨i, hi⟩ : ∃ i, E i ≠ mean 1 E E β := by
    by_contra h
    obtain ⟨a, b, hab⟩ := hE
    have h' : ∀ i, E i = mean 1 E E β := fun i => not_not.1 fun hi => h ⟨i, hi⟩
    exact hab ((h' a).trans (h' b).symm)
  have hp : 0 < variance 1 E β := by
    rw [variance, mean]
    refine div_pos ?_ hZ
    simp only [boltzmannSum, Pi.one_apply, one_mul]
    exact Finset.sum_pos' (fun j _ => mul_nonneg (Real.exp_pos _).le (sq_nonneg _))
      ⟨i, Finset.mem_univ i, mul_pos (Real.exp_pos _)
        (lt_of_le_of_ne (sq_nonneg _) (Ne.symm (pow_ne_zero 2 (sub_ne_zero.2 hi))))⟩
  rw [(hasDerivAt_activationEnergy E β hk hne).deriv, hv, sub_zero]
  exact hp

/-- Two states with energies 0 and 1 and rates 1 and `e` have an activation energy with
negative `β`-derivative at `β = 1`. -/
theorem deriv_activationEnergy_neg_twoState :
    deriv (activationEnergy ![1, Real.exp 1] ![0, 1]) 1 < 0 := by
  have hk : ∀ i, 0 ≤ (![1, Real.exp 1] : Fin 2 → ℝ) i :=
    Fin.forall_fin_two.2 ⟨by simp, by simp [Real.exp_nonneg]⟩
  have hne : ∃ i, (![1, Real.exp 1] : Fin 2 → ℝ) i ≠ 0 := ⟨0, by simp⟩
  have hK := (boltzmannSum_pos ![0, 1] 1 hk hne).ne'
  have hZ : boltzmannSum (1 : Fin 2 → ℝ) ![0, 1] 1 1 ≠ 0 :=
    (boltzmannSum_pos _ 1 (fun _ => by simp) ⟨0, by simp⟩).ne'
  have he : Real.exp 1 * Real.exp (-1) = 1 := by
    rw [← Real.exp_add]
    norm_num
  -- equal reactive weights give the variance 1/4
  have hv : variance ![1, Real.exp 1] ![0, 1] 1 = 1 / 4 := by
    rw [variance_eq _ _ _ hK]
    simp [mean, boltzmannSum, Fin.sum_univ_two, he]
    norm_num
  -- unequal thermal weights give less
  have h1 : mean (1 : Fin 2 → ℝ) ![0, 1] ![0, 1] 1 =
      Real.exp (-1) / (1 + Real.exp (-1)) := by
    simp [mean, boltzmannSum, Fin.sum_univ_two]
  have h2 : mean (1 : Fin 2 → ℝ) ![0, 1]
      (fun i => (![0, 1] : Fin 2 → ℝ) i * (![0, 1] : Fin 2 → ℝ) i) 1 =
      Real.exp (-1) / (1 + Real.exp (-1)) := by
    simp [mean, boltzmannSum, Fin.sum_univ_two]
  have hq : Real.exp (-1) / (1 + Real.exp (-1)) < 1 / 2 := by
    have hx : Real.exp (-1) < 1 := Real.exp_lt_one_iff.2 (by norm_num)
    rw [div_lt_iff₀ (by positivity)]
    linarith
  rw [(hasDerivAt_activationEnergy _ 1 hk hne).deriv, hv, variance_eq _ _ _ hZ, h1, h2]
  nlinarith [mul_pos (sub_pos.2 hq) (sub_pos.2 hq)]

end

end ArrheniusCurvature
```

```lean
#print axioms ArrheniusCurvature.deriv_activationEnergy_pos
#print axioms ArrheniusCurvature.deriv_activationEnergy_neg_twoState
```

```
'ArrheniusCurvature.deriv_activationEnergy_pos' depends on axioms: [propext, Classical.choice, Quot.sound]
'ArrheniusCurvature.deriv_activationEnergy_neg_twoState' depends on axioms: [propext, Classical.choice, Quot.sound]
```

## Finite lists, fixed rates and any real β

The finite type `ι` labels the states, and `E` and `k` assign a real energy and rate to each. A degenerate level appears once per state. `boltzmannSum`, `mean` and `variance` are $S_w[f]$, $\langle f\rangle_w$ and $\mathrm{Var}_w$. `activationEnergy` is defined by the logarithmic derivative, so Tolman's formula is a theorem about it.

The hypotheses `hk` and `hne`, which `deriv_activationEnergy_pos` also needs, say that no rate is negative and at least one is nonzero. Under them, `activationEnergy_eq` gives Tolman's formula, and `hasDerivAt_activationEnergy` says that the activation energy is differentiable at `β` with derivative `variance 1 E β - variance k E β`. Both hold for every real `β`, and also for a single state, where $E_a$ and its derivative vanish.

The proof follows the derivation closely:

- `boltzmannSum_pos` supplies the nonzero denominators, and `hasDerivAt_boltzmannSum` differentiates each term and adds the results.
- `hasDerivAt_mean` assumes, as `variance_eq` does, that the weights have a nonzero sum (`hZ`). It applies the quotient rule through `fun_div`; `field_simp` and `ring` then put the result in covariance form.
- `variance_eq` expands the square for an arbitrary number `m` before setting it to the mean.
- In `activationEnergy_eq`, `hr` and `hrE` turn thermal sums containing the rate into reactive sums, and `.log` applies the chain rule.
- `hasDerivAt_activationEnergy` uses Tolman's formula at every inverse temperature to replace the whole function, then differentiates the two means.
- `deriv_activationEnergy_pos` shows that the reactive variance is zero and the thermal one positive. `deriv_activationEnergy_neg_twoState` evaluates the two-state example, where `nlinarith` uses the positive square $(1/2-p)^2$.

The rates are inputs: nothing here derives them from a transition state, a barrier or a scattering calculation. Continuous spectra, sampling error and floating-point rounding are not treated.

Nonnegativity matters. With $E=(0,1)$ and $k=(1,-e)$, the sum $S_k[1]=1-e^{1-\beta}$ vanishes at $\beta=1$. The logarithm of the rate is then undefined, and $\langle E\rangle_k$ diverges as $\beta$ approaches 1. A fitted or noisy rate table with negative entries can run into this.

A different model would let the rates depend on $\beta$, as when each index is an internal state whose rate is already averaged over thermal translational motion. Tolman's formula would then gain the term $-S_1[dk/d\beta]/S_1[k]$. The curvature would gain the derivative of that term and also $(S_1[E\,dk/d\beta]-\langle E\rangle_k\,S_1[dk/d\beta])/S_1[k]$, because the reactive weights then change with $\beta$ through the rates as well. The six sums above leave these terms out.
